# An invertible transformation carries polynomial filters over by similarity, and the propagator preserves the overlap at all times exactly when the Hamiltonian is Hermitian

## Matrices, overlap and propagator

Operators are complex square matrices whose rows and columns are labelled by a finite index set `n`. The basis is orthonormal, so the adjoint $A^\dagger$ is the conjugate transpose, written `Aᴴ` in Lean. Units have $\hbar=1$, and the time $t$ is real.

The matrix $H$ is the Hamiltonian of the original problem. The matrix $T$ takes a transformed state $x$ to the original state $Tx$. In the projector augmented-wave (PAW) method these are the smooth and the all-electron state. Here $T$ is square, and both $T$ and $H$ are independent of time.

```lean
import Mathlib

open Matrix

namespace PAWFilterPropagator

noncomputable section

variable {n : Type*} [Fintype n] [DecidableEq n]
```

The inner product of two original states $Tx$ and $Ty$ is $(Tx)^\dagger(Ty)=x^\dagger T^\dagger T\,y$. The transformed states therefore carry the overlap matrix

$$S=T^\dagger T .$$

```lean
/-- The overlap matrix `S = Tᴴ T` of the transformation `T`. -/
def overlap (T : Matrix n n ℂ) : Matrix n n ℂ := Tᴴ * T
```

In the same way, a matrix element of $H$ between $Tx$ and $Ty$ is $x^\dagger T^\dagger HT\,y$, which gives the transformed Hamiltonian

$$\tilde H=T^\dagger HT .$$

```lean
/-- The transformed Hamiltonian `H~ = Tᴴ H T`. -/
def transformed (T H : Matrix n n ℂ) : Matrix n n ℂ := Tᴴ * H * T
```

Several steps below need no $T$ at all, only a pair of matrices $S$ and $K$ with the generalised eigenproblem $Kx=eSx$. Multiplying by $S^{-1}$ turns it into an ordinary eigenproblem for $S^{-1}K$. Lean assigns the value zero to the inverse of a singular matrix, so this definition has its intended meaning only for invertible $S$.

```lean
/-- The operator `S⁻¹ K` of the generalised eigenproblem `K x = e S x`, for invertible `S`. -/
def genOp (S K : Matrix n n ℂ) : Matrix n n ℂ := S⁻¹ * K
```

The time-dependent equation $iS\,\dot x=Kx$ becomes $\dot x=-iS^{-1}K\,x$. For constant $S$ and $K$ its solution is $x(t)=U(t)x(0)$ with

$$U(t)=\exp(-it\,S^{-1}K).$$

```lean
/-- The propagator `U(t) = exp(-i t S⁻¹ K)`, for invertible `S`. -/
def propagator (S K : Matrix n n ℂ) (t : ℝ) : Matrix n n ℂ :=
  NormedSpace.exp ((-(Complex.I * (t : ℂ))) • genOp S K)
```

## Filters of the transformed operator

Let $T$ be invertible, which Lean writes as `IsUnit T`. Then $T^\dagger$ is invertible too, and $S^{-1}=T^{-1}(T^\dagger)^{-1}$. Hence

$$S^{-1}\tilde H=T^{-1}(T^\dagger)^{-1}T^\dagger HT=T^{-1}HT .$$

The proof regroups the product so that $(T^\dagger)^{-1}T^\dagger$ stands together, and replaces it by the identity. $H$ may be any matrix here.

```lean
/-- For invertible `T`, the operator `S⁻¹ H~` is similar to `H`: `S⁻¹ H~ = T⁻¹ H T`. -/
theorem genOp_eq_conj {T : Matrix n n ℂ} (hT : IsUnit T) (H : Matrix n n ℂ) :
    genOp (overlap T) (transformed T H) = T⁻¹ * H * T := by
  have hTc : IsUnit Tᴴ := hT.star
  have hc : (Tᴴ)⁻¹ * Tᴴ = 1 :=
    Matrix.nonsing_inv_mul _ ((Matrix.isUnit_iff_isUnit_det _).mp hTc)
  unfold genOp overlap transformed
  rw [Matrix.mul_inv_rev]
  calc T⁻¹ * (Tᴴ)⁻¹ * (Tᴴ * H * T) = T⁻¹ * ((Tᴴ)⁻¹ * Tᴴ) * H * T := by
        simp only [Matrix.mul_assoc]
    _ = T⁻¹ * H * T := by rw [hc, Matrix.mul_one]
```

For powers, the claim is $(T^{-1}HT)^k=T^{-1}H^kT$. At $k=0$ both sides are the identity. If it holds for $k$, then

$$(T^{-1}HT)^{k+1}=T^{-1}H^k\,(TT^{-1})\,HT=T^{-1}H^{k+1}T .$$

Multiplying by a coefficient and adding terms gives, for every complex polynomial $f$,

$$f(S^{-1}\tilde H)=T^{-1}f(H)\,T .$$

In Lean, `Polynomial.aeval H f` is the matrix $f(H)$, with the constant term multiplying the identity. The induction on $k$ is `hpow`. A second induction builds $f$ from monomials and sums. Again $H$ need not be Hermitian.

```lean
/-- For invertible `T`, every polynomial filter obeys `f(S⁻¹ H~) = T⁻¹ f(H) T`. -/
theorem filter_eq_conj {T : Matrix n n ℂ} (hT : IsUnit T) (H : Matrix n n ℂ)
    (f : Polynomial ℂ) :
    Polynomial.aeval (genOp (overlap T) (transformed T H)) f
      = T⁻¹ * Polynomial.aeval H f * T := by
  have hd := (Matrix.isUnit_iff_isUnit_det T).mp hT
  rw [genOp_eq_conj hT]
  -- in a power of `T⁻¹ H T` the inner factors `T T⁻¹` cancel
  have hpow : ∀ k : ℕ, (T⁻¹ * H * T) ^ k = T⁻¹ * H ^ k * T := by
    intro k
    induction k with
    | zero => rw [pow_zero, pow_zero, Matrix.mul_one, Matrix.nonsing_inv_mul _ hd]
    | succ k ih =>
      calc (T⁻¹ * H * T) ^ (k + 1) = T⁻¹ * H ^ k * T * (T⁻¹ * H * T) := by
            rw [pow_succ, ih]
        _ = T⁻¹ * H ^ k * (T * T⁻¹) * H * T := by simp only [Matrix.mul_assoc]
        _ = T⁻¹ * H ^ (k + 1) * T := by
            rw [Matrix.mul_nonsing_inv _ hd, Matrix.mul_one, pow_succ]
            simp only [Matrix.mul_assoc]
  induction f using Polynomial.induction_on' with
  | add p q hp hq => rw [map_add, map_add, hp, hq, Matrix.mul_add, Matrix.add_mul]
  | monomial k a =>
    simp only [Polynomial.aeval_monomial, ← Algebra.smul_def, hpow, Matrix.mul_smul,
      Matrix.smul_mul]
```

The action of a filter on a solution can be found from $S$ and $K$ alone. If $S$ is invertible and $Kx=eSx$, then $S^{-1}Kx=ex$. Repeated application gives $(S^{-1}K)^kx=e^kx$, and summing over the terms of $f$ gives

$$f(S^{-1}K)\,x=f(e)\,x .$$

The Lean proof follows this order: `hG` is the ordinary eigenvalue equation, `hpow` treats the powers, and the final induction treats the polynomial. Neither $S$ nor $K$ has to be Hermitian, and $e$ may be complex.

In a filtered eigensolver, $f$ is chosen large on the wanted eigenvalues and small on the unwanted ones, for instance through a Chebyshev recurrence. Each application of $S^{-1}K$ to a vector $x$ can be carried out by forming $y=Kx$ and then solving $Sz=y$ for $z$, without storing $S^{-1}$.

```lean
/-- For invertible `S`, a polynomial filter of `S⁻¹ K` multiplies a solution of
`K x = e S x` by the number `f(e)`. -/
theorem filter_on_solution {S K : Matrix n n ℂ} (hS : IsUnit S) {e : ℂ} {x : n → ℂ}
    (hx : K *ᵥ x = e • (S *ᵥ x)) (f : Polynomial ℂ) :
    Polynomial.aeval (genOp S K) f *ᵥ x = f.eval e • x := by
  have hG : genOp S K *ᵥ x = e • x := by
    rw [genOp, ← Matrix.mulVec_mulVec, hx, Matrix.mulVec_smul, Matrix.mulVec_mulVec,
      Matrix.nonsing_inv_mul _ ((Matrix.isUnit_iff_isUnit_det S).mp hS), Matrix.one_mulVec]
  have hpow : ∀ k : ℕ, (genOp S K) ^ k *ᵥ x = e ^ k • x := by
    intro k
    induction k with
    | zero => rw [pow_zero, pow_zero, Matrix.one_mulVec, one_smul]
    | succ k ih =>
      rw [pow_succ, ← Matrix.mulVec_mulVec, hG, Matrix.mulVec_smul, ih, smul_smul, ← pow_succ']
  induction f using Polynomial.induction_on' with
  | add p q hp hq => rw [map_add, Matrix.add_mulVec, hp, hq, Polynomial.eval_add, add_smul]
  | monomial k a =>
    rw [Polynomial.aeval_monomial, ← Algebra.smul_def, Matrix.smul_mulVec, hpow, smul_smul,
      Polynomial.eval_monomial]
```

## The propagator under the same similarity

The exponential follows the same pattern. Each term of its power series obeys the rule for powers, so $\exp(T^{-1}BT)=T^{-1}\exp(B)\,T$ for any matrix $B$. Taking $B=-itH$ gives

$$U(t)=\exp(-it\,T^{-1}HT)=T^{-1}\exp(-itH)\,T .$$

A transformed state can thus be mapped to the original representation, propagated there and mapped back. The proof uses Mathlib's conjugation rule for the matrix exponential and moves the scalar $-it$ through the products.

```lean
/-- For invertible `T`, the propagator of the transformed problem is
`U(t) = T⁻¹ exp(-i t H) T`. -/
theorem propagator_eq_conj {T : Matrix n n ℂ} (hT : IsUnit T) (H : Matrix n n ℂ) (t : ℝ) :
    propagator (overlap T) (transformed T H) t
      = T⁻¹ * NormedSpace.exp ((-(Complex.I * (t : ℂ))) • H) * T := by
  rw [propagator, genOp_eq_conj hT, ← Matrix.exp_conj' _ _ hT, Matrix.mul_smul, Matrix.smul_mul]
```

## Hermitian matrices give conservation of the overlap

Now let $S$ be Hermitian and invertible, and let $K$ be Hermitian. Write the exponent as $A=-it\,S^{-1}K$. Since $S^{-1}$ is Hermitian as well,

$$A^\dagger=it\,KS^{-1},\qquad S(-A)S^{-1}=it\,SS^{-1}KS^{-1}=it\,KS^{-1},$$

so $A^\dagger=S(-A)S^{-1}$. Exponentiating gives $U(t)^\dagger=S\exp(-A)\,S^{-1}$, and therefore

$$U(t)^\dagger S\,U(t)=S\exp(-A)\,S^{-1}S\exp(A)=S\exp(-A)\exp(A)=S .$$

In the proof, `hAc` is the relation for $A^\dagger$, and `hinv` is the cancellation of the two exponentials, which holds because $A$ and $-A$ commute. Positivity of $S$ is not used, so the statement also covers indefinite Hermitian $S$.

```lean
/-- For Hermitian `K` and invertible Hermitian `S`, the propagator preserves the
overlap: `U(t)ᴴ S U(t) = S` at every real time. -/
theorem propagator_isometry {S K : Matrix n n ℂ} (hS : S.IsHermitian) (hSu : IsUnit S)
    (hK : K.IsHermitian) (t : ℝ) :
    (propagator S K t)ᴴ * S * propagator S K t = S := by
  have hd := (Matrix.isUnit_iff_isUnit_det S).mp hSu
  unfold propagator
  set A := (-(Complex.I * (t : ℂ))) • genOp S K with hA
  -- the exponent is anti-Hermitian with respect to `S`
  have hAc : Aᴴ = S * (-A) * S⁻¹ := by
    have hs : star (-(Complex.I * (t : ℂ))) = Complex.I * (t : ℂ) := by simp
    have hl : Aᴴ = (Complex.I * (t : ℂ)) • (K * S⁻¹) := by
      rw [hA, Matrix.conjTranspose_smul, hs, genOp, Matrix.conjTranspose_mul,
        Matrix.conjTranspose_nonsing_inv, hS.eq, hK.eq]
    rw [hl, hA, ← neg_smul, neg_neg, Matrix.mul_smul, Matrix.smul_mul, genOp,
      ← Matrix.mul_assoc S, Matrix.mul_nonsing_inv _ hd, Matrix.one_mul]
  have hinv : NormedSpace.exp (-A) * NormedSpace.exp A = 1 := by
    rw [← Matrix.exp_add_of_commute _ _ (Commute.refl A).neg_left, neg_add_cancel,
      NormedSpace.exp_zero]
  rw [← Matrix.exp_conjTranspose, hAc, Matrix.exp_conj _ _ hSu,
    Matrix.mul_assoc (S * NormedSpace.exp (-A)), Matrix.nonsing_inv_mul _ hd, Matrix.mul_one,
    Matrix.mul_assoc, hinv, Matrix.mul_one]
```

## Conservation forces a Hermitian matrix

Keep $S$ Hermitian and invertible, but let $K$ be arbitrary, and suppose that $U(t)^\dagger S\,U(t)=S$ at every real $t$. It is convenient to take the time out of the exponent: from here on $A=-iS^{-1}K$, so that $U(t)=\exp(tA)$ and $U(t)^\dagger=\exp(tA^\dagger)$. The assumption reads

$$\exp(tA^\dagger)\,S\exp(tA)=S .$$

The right side is constant, so its derivative vanishes. By the product rule, the derivative of the left side at $t=0$ is $A^\dagger S+SA$. Now

$$A^\dagger S=iK^\dagger S^{-1}S=iK^\dagger,\qquad SA=-iSS^{-1}K=-iK,$$

and so $i(K^\dagger-K)=0$, which means $K^\dagger=K$.

In Lean, `hc` restates the conservation law in exponential form, and `h3` is the product rule. The two derivatives of the same constant function are equated in `h0`. The identities `hl` and `hr` are the two products displayed above.

```lean
open scoped Matrix.Norms.Operator in
/-- For invertible Hermitian `S`, if `U(t)ᴴ S U(t) = S` at every real time, then `K` is
Hermitian. -/
theorem hermitian_of_isometry {S K : Matrix n n ℂ} (hS : S.IsHermitian) (hSu : IsUnit S)
    (h : ∀ t : ℝ, (propagator S K t)ᴴ * S * propagator S K t = S) : K.IsHermitian := by
  have hd := (Matrix.isUnit_iff_isUnit_det S).mp hSu
  obtain ⟨A, hA⟩ : ∃ A, A = (-Complex.I) • genOp S K := ⟨_, rfl⟩
  have hU : ∀ t : ℝ, propagator S K t = NormedSpace.exp (t • A) := by
    intro t
    rw [propagator, hA]
    congr 1
    ext i j
    simp only [Matrix.smul_apply, smul_eq_mul, Complex.real_smul]
    ring
  have hc : (fun t : ℝ => NormedSpace.exp (t • Aᴴ) * S * NormedSpace.exp (t • A))
      = fun _ => S := by
    funext t
    have ht := h t
    rw [hU, ← Matrix.exp_conjTranspose, Matrix.conjTranspose_smul, star_trivial] at ht
    exact ht
  -- differentiate the conservation law at time zero
  have h3 := ((hasDerivAt_exp_smul_const (𝕂 := ℝ) Aᴴ (0 : ℝ)).mul_const S).fun_mul
    (hasDerivAt_exp_smul_const (𝕂 := ℝ) A (0 : ℝ))
  have h4 : HasDerivAt (fun _ : ℝ => S) _ 0 :=
    h3.congr_of_eventuallyEq (Filter.Eventually.of_forall fun t => (congrFun hc t).symm)
  have h0 : NormedSpace.exp ((0 : ℝ) • Aᴴ) * Aᴴ * S * NormedSpace.exp ((0 : ℝ) • A)
      + NormedSpace.exp ((0 : ℝ) • Aᴴ) * S * (NormedSpace.exp ((0 : ℝ) • A) * A) = 0 :=
    h4.unique (hasDerivAt_const (0 : ℝ) S)
  simp only [zero_smul, NormedSpace.exp_zero, one_mul, mul_one] at h0
  have hl : Aᴴ * S = Complex.I • Kᴴ := by
    have hs : star (-Complex.I) = Complex.I := by simp
    rw [hA, Matrix.conjTranspose_smul, hs, genOp, Matrix.conjTranspose_mul,
      Matrix.conjTranspose_nonsing_inv, hS.eq, Matrix.smul_mul, Matrix.mul_assoc,
      Matrix.nonsing_inv_mul _ hd, Matrix.mul_one]
  have hr : S * A = (-Complex.I) • K := by
    rw [hA, Matrix.mul_smul, genOp, ← Matrix.mul_assoc, Matrix.mul_nonsing_inv _ hd,
      Matrix.one_mul]
  rw [hl, hr] at h0
  have h6 : Complex.I • (Kᴴ - K) = 0 := by
    rw [smul_sub, sub_eq_add_neg, ← neg_smul]
    exact h0
  exact sub_eq_zero.mp ((smul_eq_zero.mp h6).resolve_left Complex.I_ne_zero)
```

## The equivalence for the original Hamiltonian

Return to $S=T^\dagger T$ and $K=\tilde H=T^\dagger HT$ with invertible $T$. Then $S^\dagger=S$, and $S$ is invertible as a product of invertible matrices. Moreover,

$$\tilde H^\dagger=T^\dagger H^\dagger T .$$

If $H$ is Hermitian, so is $\tilde H$, and the overlap is conserved. If the overlap is conserved at all times, then $\tilde H$ is Hermitian, so $T^\dagger H^\dagger T=T^\dagger HT$. Cancelling $T^\dagger$ on the left and $T$ on the right leaves $H^\dagger=H$. Altogether,

$$U(t)^\dagger S\,U(t)=S\ \text{ for all real } t\quad\Longleftrightarrow\quad H^\dagger=H .$$

The quantifier over time stands inside the left-hand side of the equivalence. At $t=0$ alone the conservation law is true for every $H$.

A one-dimensional example shows what happens without a Hermitian $H$. Take $T=1$ and $H=-i\gamma$ with $\gamma>0$, a purely absorbing potential. Then $S=1$, $U(t)=e^{-\gamma t}$ and $U(t)^\dagger S\,U(t)=e^{-2\gamma t}$, which differs from $S$ at every $t\neq0$. The filter identity still holds for this $H$.

```lean
/-- For invertible `T`, the propagator `U(t) = exp(-i t S⁻¹ H~)` satisfies
`U(t)ᴴ S U(t) = S` at all real times exactly when `H` is Hermitian. -/
theorem isometry_iff_hermitian {T : Matrix n n ℂ} (hT : IsUnit T) (H : Matrix n n ℂ) :
    (∀ t : ℝ, (propagator (overlap T) (transformed T H) t)ᴴ * overlap T
      * propagator (overlap T) (transformed T H) t = overlap T) ↔ H.IsHermitian := by
  have hTc : IsUnit Tᴴ := hT.star
  have hS : (overlap T).IsHermitian := Matrix.isHermitian_conjTranspose_mul_self T
  have hSu : IsUnit (overlap T) := hTc.mul hT
  have hK : (transformed T H)ᴴ = Tᴴ * Hᴴ * T := by
    simp only [transformed, Matrix.conjTranspose_mul, Matrix.conjTranspose_conjTranspose,
      Matrix.mul_assoc]
  constructor
  · intro h
    have h1 : Tᴴ * Hᴴ * T = Tᴴ * H * T := hK.symm.trans (hermitian_of_isometry hS hSu h)
    -- cancel the invertible factors on both sides
    exact hTc.mul_left_cancel (hT.mul_right_cancel h1)
  · intro hH
    refine propagator_isometry hS hSu ?_
    change (transformed T H)ᴴ = transformed T H
    rw [hK, hH.eq, transformed]
```

## Inner products of propagated states

For invertible $T$, Hermitian $H$ and any two vectors $x$ and $y$,

$$(U(t)x)^\dagger S\,(U(t)y)=x^\dagger\,U(t)^\dagger S\,U(t)\,y=x^\dagger Sy .$$

In Lean, `star x ⬝ᵥ (overlap T *ᵥ y)` is $x^\dagger Sy$, conjugate-linear in the first argument. The proof gathers the matrices between the two vectors and applies the equivalence. With $x=y$ this is conservation of the squared norm $x^\dagger Sx=\|Tx\|^2$ of the original state. States that are orthonormal with respect to $S$ at the start remain so.

```lean
/-- For invertible `T` and Hermitian `H`, the `S`-weighted inner product of two propagated
states keeps its initial value. -/
theorem overlap_conserved {T H : Matrix n n ℂ} (hT : IsUnit T) (hH : H.IsHermitian)
    (t : ℝ) (x y : n → ℂ) :
    star (propagator (overlap T) (transformed T H) t *ᵥ x) ⬝ᵥ
      (overlap T *ᵥ (propagator (overlap T) (transformed T H) t *ᵥ y))
      = star x ⬝ᵥ (overlap T *ᵥ y) := by
  rw [Matrix.star_mulVec, ← Matrix.dotProduct_mulVec, Matrix.mulVec_mulVec,
    Matrix.mulVec_mulVec, (isometry_iff_hermitian hT H).mpr hH t]

end

end PAWFilterPropagator
```

## Filtering and time propagation in PAW calculations

For a fixed Hamiltonian in a finite basis with square invertible $T$, these identities let Chebyshev-type filtering and real-time propagation work with $S$ and $\tilde H$ in place of $H$. In a real-time run, the quantity to monitor is $x^\dagger Sx$, since the plain norm $x^\dagger x$ generally changes even under the exact propagator. If the exponential is replaced by a truncated series, the result is a polynomial filter, and $x^\dagger Sx$ is in general conserved only up to the truncation error.

Three common situations lie beyond this model. In real-time density-functional calculations the Hamiltonian changes with the density and with any applied field, so a single exponential of a constant matrix no longer describes the whole evolution. If $S$ is constant and a Hermitian $K$ is held fixed during each short time step, the exact exponential for that step still preserves the overlap. When the atoms move, $T$ and $S$ depend on time as well. When the smooth basis is smaller than the space of original states, $T$ is rectangular and the similarity with $H$ is lost. The statements about a general pair $S$, $K$ still apply there at fixed atomic positions, provided that $S$ and $K$ are constant square matrices that meet the stated hypotheses.

```lean
#print axioms PAWFilterPropagator.filter_on_solution
#print axioms PAWFilterPropagator.propagator_eq_conj
#print axioms PAWFilterPropagator.isometry_iff_hermitian
#print axioms PAWFilterPropagator.overlap_conserved
```

```
'PAWFilterPropagator.filter_on_solution' depends on axioms: [propext, Classical.choice, Quot.sound]
'PAWFilterPropagator.propagator_eq_conj' depends on axioms: [propext, Classical.choice, Quot.sound]
'PAWFilterPropagator.isometry_iff_hermitian' depends on axioms: [propext, Classical.choice, Quot.sound]
'PAWFilterPropagator.overlap_conserved' depends on axioms: [propext, Classical.choice, Quot.sound]
```
